# Dipole selection rule for Legendre polynomials: x connects only neighbouring degrees

## Why does x not connect P₀ with P₃, when parity would allow it?

Let $P_n$ be the Legendre polynomials in $x=\cos\theta$, with $P_0=1$, $P_1=x$ and $(n+2)P_{n+2}=(2n+3)\,xP_{n+1}-(n+1)P_n$. Up to normalisation, $P_n(\cos\theta)$ is the state of a rigid linear rotor with angular momentum $n$ and zero projection on the $z$ axis. The rotor has a permanent dipole moment along its axis, so for light polarised along $z$ I need the integrals $\int_{-1}^1 P_m\,x\,P_n\,dx$.

Parity tells me that they vanish when $m-n$ is even. But $P_3\,x\,P_0$ is an even function, so parity has no objection to it, and yet I get $\int_{-1}^1 P_3\,x\,P_0\,dx=0$. What removes the differences 3, 5, 7 and so on, and what is the value for neighbouring degrees?

## Bonnet's recursion leaves two neighbours

The recursion in your definition removes them. It says that $xP_n$ contains only $P_{n+1}$ and $P_{n-1}$, and orthogonality does the rest.

Write $I(p)=\int_{-1}^1 p\,dx$. The selection rule uses only that $I$ is linear and that

$$I(P_mP_n)=\frac{2}{2n+1}\ \text{ for } m=n,\qquad I(P_mP_n)=0\ \text{ for } m\ne n .$$

Solve the recursion for the product with $x$, and shift the index:

$$(2n+1)\,xP_n=(n+1)P_{n+1}+nP_{n-1}.$$

For $n=0$ the last term is absent and the identity reads $xP_0=P_1$. Multiply by $P_m$ and apply $I$:

$$(2n+1)\,I(P_m\,x\,P_n)=(n+1)\,I(P_mP_{n+1})+n\,I(P_mP_{n-1}).$$

If $m$ is neither $n+1$ nor $n-1$, the right-hand side is zero. This covers your $P_3\,x\,P_0$. If $m=n+1$, only the first overlap survives, and it equals $2/(2n+3)$. Hence

$$I(P_{n+1}\,x\,P_n)=\frac{2(n+1)}{(2n+1)(2n+3)} .$$

The case $n=m+1$ is the same integral with the factors exchanged. The value is never zero, so the element is non-zero exactly when $|m-n|=1$. For the normalised functions $\sqrt{(2n+1)/2}\,P_n$ the element becomes $(n+1)/\sqrt{(2n+1)(2n+3)}$, which is $1/\sqrt3$ for the lowest pair.

### Orthogonality from the same recursion

The orthogonality relation also follows from the recursion. First come two relations for derivatives:

$$\text{(a)}\quad P_{n+1}'=xP_n'+(n+1)P_n,\qquad \text{(b)}\quad xP_{n+1}'=P_n'+(n+1)P_{n+1}.$$

Both hold for $n=0$. Assume them for $n$ and differentiate the recursion:

$$(n+2)P_{n+2}'=(2n+3)(P_{n+1}+xP_{n+1}')-(n+1)P_n'.$$

Replacing $P_n'$ by means of (b) turns the right-hand side into $(n+2)\,xP_{n+1}'+(n+2)^2P_{n+1}$. Division by $n+2$ gives (a) for $n+1$. Multiply that relation by $x$, then use (b) and (a) for $n$:

$$xP_{n+2}'=x^2P_{n+1}'+(n+2)xP_{n+1}=P_{n+1}'+(2n+3)xP_{n+1}-(n+1)P_n .$$

By the recursion the last two terms are $(n+2)P_{n+2}$, which is (b) for $n+1$.

Now take $x$ times (b) minus (a):

$$(x^2-1)P_{n+1}'=(n+1)(xP_{n+1}-P_n).$$

Differentiating and using (b) once more gives $(n+1)(n+2)P_{n+1}$ on the right. Together with the trivial case of $P_0$, this is Legendre's equation, $((x^2-1)P_n')'=n(n+1)P_n$.

For $m\neq n$ set $q=(x^2-1)(P_n'P_m-P_m'P_n)$. In $q'$ the products of two first derivatives cancel, which leaves

$$q'=[n(n+1)-m(m+1)]P_mP_n=(n-m)(n+m+1)P_mP_n .$$

Since $q(\pm1)=0$, the integral of $q'$ vanishes. The prefactor is not zero, so $I(P_mP_n)=0$.

For the norms $N_n=I(P_n^2)$, evaluate $A=I(P_{n+1}\,x\,P_n)$ in two ways. Expanding $xP_n$ gives $(2n+1)A=(n+1)N_{n+1}$, and expanding $xP_{n+1}$ gives $(2n+3)A=(n+1)N_n$. Therefore $(2n+3)N_{n+1}=(2n+1)N_n$, and $N_0=2$ yields $N_n=2/(2n+1)$.

### The rule as a statement in Lean

`legendre n` is $P_n$ as a real polynomial, and `X` is the variable $x=\cos\theta$. The indices `m` and `n` are both degrees, so `m` is not the magnetic quantum number. A functional `I` is a linear map from polynomials to real numbers, and `LegendreOrthogonal I` is the orthogonality relation with the norm $2/(2n+1)$.

`dipole_selection_rule` says that for every such `I` the number `I (legendre m * X * legendre n)` is non-zero if and only if $|m-n|=1$, with the difference taken in the integers. It also gives the value for the pair $(n+1,n)$, for all $n\ge0$. The generality in `I` is one of form: the $P_n$ span all polynomials, so the relation with $m=0$ already fixes the functional, an argument that I add here without a formal proof.

The integral over $[-1,1]$ is called `overlap`. It takes one polynomial, so the usual overlap of two functions is `overlap` of their product. `legendreOrthogonal_witness` proves that it satisfies the hypothesis, and the selection rule therefore applies to your integrals. `dipole_integral` writes out the value for neighbouring degrees as an ordinary integral.

For the rotor states with zero projection, the result makes the matrix of $\cos\theta$ tridiagonal. The coupling of a permanent dipole moment along the rotor axis to a static field along $z$ is proportional to $\cos\theta$, so its matrix has the same form. Other projections need associated Legendre functions. That the absorption amplitude is proportional to this matrix element follows from the electric-dipole coupling in first-order perturbation theory, and it enters as physics, not as a theorem.

```lean
import Mathlib

open Polynomial

namespace LegendreDipole

noncomputable section

/-- The Legendre polynomials, defined by Bonnet's recursion
`(n+2) P_(n+2) = (2n+3) X P_(n+1) - (n+1) P_n` from `P_0 = 1` and `P_1 = X`. -/
def legendre : ℕ → ℝ[X]
  | 0 => 1
  | 1 => X
  | n + 2 => ((n : ℝ) + 2)⁻¹ •
      ((2 * (n : ℝ) + 3) • (X * legendre (n + 1)) - ((n : ℝ) + 1) • legendre n)

/-- A linear functional is Legendre-orthogonal if it sends `P_m P_n` to `2/(2n+1)`
for `m = n` and to zero otherwise. -/
def LegendreOrthogonal (I : ℝ[X] →ₗ[ℝ] ℝ) : Prop :=
  ∀ m n : ℕ, I (legendre m * legendre n) = if m = n then 2 / (2 * (n : ℝ) + 1) else 0

/-- The integral of a polynomial over `[-1, 1]`, as a linear functional. -/
def overlap : ℝ[X] →ₗ[ℝ] ℝ where
  toFun p := ∫ x in (-1 : ℝ)..1, p.eval x
  map_add' p q := by
    simp only [eval_add]
    exact intervalIntegral.integral_add (p.continuous.intervalIntegrable _ _)
      (q.continuous.intervalIntegrable _ _)
  map_smul' c p := by
    simp only [eval_smul, smul_eq_mul, RingHom.id_apply]
    exact intervalIntegral.integral_const_mul _ _

theorem bonnet (n : ℕ) : ((n : ℝ[X]) + 2) * legendre (n + 2) =
    (2 * (n : ℝ[X]) + 3) * (X * legendre (n + 1)) - ((n : ℝ[X]) + 1) * legendre n := by
  have h : ((n : ℝ) + 2) • legendre (n + 2) =
      (2 * (n : ℝ) + 3) • (X * legendre (n + 1)) - ((n : ℝ) + 1) • legendre n := by
    rw [legendre, smul_inv_smul₀ (by positivity)]
  simp only [smul_eq_C_mul, map_add, map_mul, map_natCast, map_ofNat, map_one] at h
  exact h

/-- Multiplication by `X` couples `P_n` only to its two neighbours, so under any linear
functional a matrix element of `X` is a combination of two overlaps; for `n = 0` the
second one has coefficient zero. -/
theorem position_element (I : ℝ[X] →ₗ[ℝ] ℝ) (m n : ℕ) :
    (2 * (n : ℝ) + 1) * I (legendre m * X * legendre n) =
      ((n : ℝ) + 1) * I (legendre m * legendre (n + 1)) +
        (n : ℝ) * I (legendre m * legendre (n - 1)) := by
  rcases n with _ | k
  · simp [legendre]
  · have h : (2 * (k : ℝ) + 3) • (legendre m * X * legendre (k + 1)) =
        ((k : ℝ) + 2) • (legendre m * legendre (k + 2)) +
          ((k : ℝ) + 1) • (legendre m * legendre k) := by
      simp only [smul_eq_C_mul, map_add, map_mul, map_natCast, map_ofNat, map_one]
      linear_combination (-legendre m) * bonnet k
    have e := congrArg I h
    simp only [map_add, map_smul, smul_eq_mul] at e
    rw [Nat.add_sub_cancel, show k + 1 + 1 = k + 2 from rfl]
    push_cast
    linear_combination e

/-- Dipole selection rule: for a Legendre-orthogonal functional the matrix element of `X`
between `P_m` and `P_n` is non-zero exactly when `|m - n| = 1`, and between `P_(n+1)` and
`P_n` it equals `2(n+1)/((2n+1)(2n+3))`. -/
theorem dipole_selection_rule (I : ℝ[X] →ₗ[ℝ] ℝ) (h : LegendreOrthogonal I) :
    (∀ m n : ℕ, I (legendre m * X * legendre n) ≠ 0 ↔ |(m : ℤ) - n| = 1) ∧
    ∀ n : ℕ, I (legendre (n + 1) * X * legendre n) =
      2 * ((n : ℝ) + 1) / ((2 * n + 1) * (2 * n + 3)) := by
  -- the allowed transition: only the upper neighbour contributes
  have value : ∀ n : ℕ, I (legendre (n + 1) * X * legendre n) =
      2 * ((n : ℝ) + 1) / ((2 * n + 1) * (2 * n + 3)) := by
    intro n
    have e := position_element I (n + 1) n
    rw [h (n + 1) (n + 1), h (n + 1) (n - 1), if_pos rfl, if_neg (by omega)] at e
    push_cast at e
    have e2 : (2 : ℝ) / (2 * ((n : ℝ) + 1) + 1) * (2 * ((n : ℝ) + 1) + 1) = 2 :=
      div_mul_cancel₀ _ (by positivity)
    rw [eq_div_iff (by positivity)]
    linear_combination (2 * (n : ℝ) + 3) * e + ((n : ℝ) + 1) * e2
  refine ⟨fun m n => ?_, value⟩
  have adj : |(m : ℤ) - n| = 1 ↔ m = n + 1 ∨ n = m + 1 := by
    rw [abs_eq (by norm_num)]
    omega
  rw [adj]
  constructor
  · -- without adjacency both terms vanish, for `n = 0` the second by its coefficient
    intro hne
    by_contra hc
    have e := position_element I m n
    have e2 : (n : ℝ) * I (legendre m * legendre (n - 1)) = 0 := by
      rcases Nat.eq_zero_or_pos n with h0 | h0
      · simp [h0]
      · rw [h m (n - 1), if_neg (by omega), mul_zero]
    rw [h m (n + 1), if_neg (by omega), e2, mul_zero, add_zero] at e
    exact mul_ne_zero (by positivity) hne e
  · rintro (rfl | rfl)
    · rw [value]
      positivity
    · rw [show legendre m * X * legendre (m + 1) = legendre (m + 1) * X * legendre m by ring,
        value]
      positivity

/-- Ladder relations for the derivatives: `P_(n+1)' = X P_n' + (n+1) P_n` and
`X P_(n+1)' = P_n' + (n+1) P_(n+1)`. -/
theorem derivative_ladder (n : ℕ) :
    derivative (legendre (n + 1)) =
      X * derivative (legendre n) + ((n : ℝ[X]) + 1) * legendre n ∧
    X * derivative (legendre (n + 1)) =
      derivative (legendre n) + ((n : ℝ[X]) + 1) * legendre (n + 1) := by
  induction n with
  | zero => simp [legendre]
  | succ n ih =>
    obtain ⟨a, b⟩ := ih
    have d := congrArg derivative (bonnet n)
    simp only [derivative_mul, derivative_add, derivative_sub, derivative_natCast,
      derivative_ofNat, derivative_one, derivative_X] at d
    have h0 : ((n + 2 : ℕ) : ℝ[X]) ≠ 0 := Nat.cast_ne_zero.mpr (by omega)
    push_cast at h0
    have a' : derivative (legendre (n + 2)) =
        X * derivative (legendre (n + 1)) + ((n : ℝ[X]) + 2) * legendre (n + 1) := by
      apply mul_left_cancel₀ h0
      linear_combination d + ((n : ℝ[X]) + 1) * b
    rw [show n + 1 + 1 = n + 2 from rfl]
    push_cast
    constructor
    · linear_combination a'
    · linear_combination X * a' - bonnet n + X * b - a

/-- Legendre's differential equation `((X² - 1) P_n')' = n(n+1) P_n`. -/
theorem legendre_equation (n : ℕ) :
    derivative ((X ^ 2 - 1) * derivative (legendre n)) =
      (n : ℝ[X]) * ((n : ℝ[X]) + 1) * legendre n := by
  rcases n with _ | n
  · simp [legendre]
  · obtain ⟨a, b⟩ := derivative_ladder n
    have e : (X ^ 2 - 1) * derivative (legendre (n + 1)) =
        ((n : ℝ[X]) + 1) * (X * legendre (n + 1) - legendre n) := by
      linear_combination X * b - a
    rw [e]
    simp only [derivative_mul, derivative_add, derivative_sub, derivative_natCast,
      derivative_one, derivative_X]
    push_cast
    linear_combination ((n : ℝ[X]) + 1) * b

/-- Legendre polynomials of different index are orthogonal on `[-1, 1]`. -/
theorem overlap_eq_zero {m n : ℕ} (hmn : m ≠ n) :
    overlap (legendre m * legendre n) = 0 := by
  have wr : ∀ u v p r : ℝ[X], derivative (u * p - v * r) =
      derivative u * p + u * derivative p - (derivative v * r + v * derivative r) := by
    intro u v p r
    simp only [derivative_sub, derivative_mul]
  -- the Wronskian-type expression vanishes at both ends of the interval
  let q : ℝ[X] := (X ^ 2 - 1) * derivative (legendre n) * legendre m -
    (X ^ 2 - 1) * derivative (legendre m) * legendre n
  have hq : derivative q =
      (((n : ℝ) - m) * (n + m + 1)) • (legendre m * legendre n) := by
    change derivative (_ * _ - _ * _) = _
    rw [wr, legendre_equation n, legendre_equation m, smul_eq_C_mul]
    simp only [map_add, map_sub, map_mul, map_natCast, map_one]
    ring
  have hI : overlap (derivative q) = q.eval 1 - q.eval (-1) :=
    intervalIntegral.integral_eq_sub_of_hasDerivAt (fun x _ => q.hasDerivAt x)
      ((derivative q).continuous.intervalIntegrable _ _)
  have hz : q.eval 1 - q.eval (-1) = 0 := by simp [q]
  rw [hz, hq, map_smul, smul_eq_mul] at hI
  have hne : (n : ℝ) - m ≠ 0 := sub_ne_zero.mpr (Nat.cast_injective.ne hmn.symm)
  exact (mul_eq_zero.mp hI).resolve_left (mul_ne_zero hne (by positivity))

/-- The integral over `[-1, 1]` is a Legendre-orthogonal functional. -/
theorem legendreOrthogonal_witness : LegendreOrthogonal overlap := by
  have norm : ∀ n : ℕ, overlap (legendre n * legendre n) = 2 / (2 * (n : ℝ) + 1) := by
    intro n
    induction n with
    | zero =>
      change (∫ x in (-1 : ℝ)..1, (legendre 0 * legendre 0).eval x) = _
      simp [legendre]
      norm_num
    | succ n ih =>
      -- one matrix element of X, evaluated from either side
      have e1 := position_element overlap (n + 1) n
      have e2 := position_element overlap n (n + 1)
      rw [overlap_eq_zero (show n + 1 ≠ n - 1 by omega)] at e1
      rw [overlap_eq_zero (show n ≠ n + 1 + 1 by omega), Nat.add_sub_cancel, ih,
        show legendre n * X * legendre (n + 1) = legendre (n + 1) * X * legendre n by ring] at e2
      have e3 : (2 : ℝ) / (2 * (n : ℝ) + 1) * (2 * (n : ℝ) + 1) = 2 :=
        div_mul_cancel₀ _ (by positivity)
      push_cast at e2 ⊢
      rw [eq_div_iff (by positivity)]
      apply mul_left_cancel₀ (show (n : ℝ) + 1 ≠ 0 by positivity)
      linear_combination (-(2 * (n : ℝ) + 3)) * e1 + (2 * (n : ℝ) + 1) * e2 +
        ((n : ℝ) + 1) * e3
  intro m n
  split_ifs with hmn
  · rw [hmn, norm]
  · exact overlap_eq_zero hmn

/-- The integral of `P_(n+1)(x) x P_n(x)` over `[-1, 1]` is `2(n+1)/((2n+1)(2n+3))`. -/
theorem dipole_integral (n : ℕ) :
    ∫ x in (-1 : ℝ)..1, (legendre (n + 1)).eval x * x * (legendre n).eval x =
      2 * ((n : ℝ) + 1) / ((2 * n + 1) * (2 * n + 3)) := by
  have h : (∫ x in (-1 : ℝ)..1, (legendre (n + 1) * X * legendre n).eval x) =
      2 * ((n : ℝ) + 1) / ((2 * n + 1) * (2 * n + 3)) :=
    (dipole_selection_rule overlap legendreOrthogonal_witness).2 n
  simpa only [eval_mul, eval_X] using h

end

end LegendreDipole
```

```lean
#print axioms LegendreDipole.dipole_selection_rule
#print axioms LegendreDipole.dipole_integral
```

```
'LegendreDipole.dipole_selection_rule' depends on axioms: [propext, Classical.choice, Quot.sound]
'LegendreDipole.dipole_integral' depends on axioms: [propext, Classical.choice, Quot.sound]
```

### From the recursion to the integrals, lemma by lemma

`bonnet` multiplies the definition by $n+2$, so that the recursion holds between polynomials without an inverse. `position_element` is the identity for $(2n+1)\,I(P_m\,x\,P_n)$. It treats $n=0$ separately. There `n - 1` means 0 in the natural numbers, which does no harm because the coefficient is zero. For $n=k+1$, `linear_combination` multiplies the recursion by $P_m$, and `congrArg I` applies the functional to both sides.

In `dipole_selection_rule`, the auxiliary statement `value` inserts the two overlaps for $m=n+1$ and clears the denominators. `adj` translates $|m-n|=1$ into "$m=n+1$ or $n=m+1$". One direction of the equivalence assumes a non-zero element without adjacency; both terms on the right of `position_element` then vanish (for $n=0$ the second one because of its coefficient), which is a contradiction. The other direction reads off that `value` is positive, after `ring` has exchanged the factors where $n=m+1$.

`derivative_ladder` proves (a) and (b) together by induction, since each step needs both. The differentiated recursion is `d`, and `mul_left_cancel₀` is the division by $n+2$. `legendre_equation` forms $x$ times (b) minus (a), differentiates it and uses (b) again.

`overlap_eq_zero` introduces the expression `q`. Its derivative is computed in `hq` from Legendre's equation, `hI` is the fundamental theorem of calculus, and `hz` states that the boundary terms cancel. The last line divides by the non-zero prefactor.

`legendreOrthogonal_witness` finds the norms by induction from $N_0=2$. Its `e1` and `e2` are the two evaluations of $A$, and the final `linear_combination` eliminates $A$ between them. `dipole_integral` then applies the selection rule to `overlap` and writes the polynomial product as a product of function values.
